# For finitely many identical atoms with an integrable spherical profile, the plane-wave integral is a form factor times the structure factor

## Conventions for space, phase and Fourier integral

Positions $r$ and wave vectors $G$ are vectors in the same real space $V$, with inner product $G\cdot r$ and length $\|r\|$. The phase is $e^{-iG\cdot r}$, with a minus sign, and the Fourier integral carries no prefactor: neither a power of $2\pi$ nor a cell volume. An atom is described by a radial profile $f$, a complex function of one real variable, so that an atom at the position $t$ contributes $f(\|r-t\|)$ at the point $r$. The profile may stand for an electron density or for a short-ranged potential. All quantities are pure numbers in the code, so any consistent units will do.

```lean
import Mathlib

open MeasureTheory Submodule

namespace AtomicFormFactor

noncomputable section

variable {V : Type*} [NormedAddCommGroup V] [InnerProductSpace ℝ V]
```

The first line loads the mathematical library Mathlib. The `variable` line declares $V$ once for everything below: a real vector space with an inner product and the length that belongs to it. Its dimension is left open, and three dimensions appear only in the main theorem.

```lean
/-- The plane-wave phase `exp(-i G·r)`. -/
def phase (G r : V) : ℂ :=
  Complex.exp (((-(inner ℝ G r) : ℝ) : ℂ) * Complex.I)
```

This defines `phase G r` as $e^{-iG\cdot r}$. The expression `inner ℝ G r` is the real inner product $G\cdot r$. The annotations `: ℝ` and `: ℂ` say that the real number $-G\cdot r$ is first formed and then regarded as a complex number, so that it can be multiplied by $i$, written `Complex.I`.

```lean
/-- The structure factor `∑ j, exp(-i G·τ_j)` of finitely many atoms at positions `τ_j`. -/
def structureFactor {ι : Type*} [Fintype ι] (τ : ι → V) (G : V) : ℂ :=
  ∑ j, phase G (τ j)
```

The atoms are labelled by a finite index set `ι`, and `τ : ι → V` assigns to each label $j$ a position $\tau_j$. The structure factor is

$$S_\tau(G)=\sum_j e^{-iG\cdot\tau_j}.$$

It knows where the atoms are and nothing about what they are.

```lean
variable [FiniteDimensional ℝ V] [MeasurableSpace V] [BorelSpace V]

/-- The plane-wave integral `∫ exp(-i G·r) u(r) dr` of a function `u` on space. -/
def planeWaveIntegral (u : V → ℂ) (G : V) : ℂ :=
  ∫ r, phase G r * u r
```

From here on $V$ has finite dimension, and the integral sign refers to ordinary Lebesgue volume. For a complex function $u$ on space, `planeWaveIntegral u G` is

$$I[u](G)=\int e^{-iG\cdot r}\,u(r)\,dr .$$

Lean gives the integral of a non-integrable function the value $0$, which is why some of the theorems below can be stated without an integrability hypothesis; their physical content lies in the integrable case.

```lean
/-- The form factor of the radial profile `f` along the vector `e`: the plane-wave integral of one
atom at the origin for the wave vector `q e`. If `e` is a unit vector and `q ≥ 0`, then `q` is the
wave number. -/
def formFactor (f : ℝ → ℂ) (e : V) (q : ℝ) : ℂ :=
  planeWaveIntegral (fun r : V => f ‖r‖) (q • e)
```

Write $u_f(r)=f(\|r\|)$ for one atom at the origin. The form factor is its plane-wave integral along a chosen direction $e$:

$$F_{f,e}(q)=I[u_f](q\,e).$$

In Lean `q • e` is the number $q$ times the vector $e$, and `fun r : V => f ‖r‖` is the function $u_f$. If $e$ has unit length and $q\ge 0$, then $q$ is the length of the wave vector, the wave number. The definition itself accepts any vector $e$ and any real $q$; the theorems ask for unit length where they need it. That the direction of $e$ does not matter has to be proved.

## Moving an atom produces a phase

```lean
/-- Moving a function by `t` multiplies its plane-wave integral by `exp(-i G·t)`. -/
theorem planeWaveIntegral_shift (u : V → ℂ) (t G : V) :
    planeWaveIntegral (fun r => u (r - t)) G = phase G t * planeWaveIntegral u G := by
  have hphase : ∀ s : V, phase G (s + t) = phase G t * phase G s := by
    intro s
    unfold phase
    rw [← Complex.exp_add, inner_add_right]
    congr 1
    push_cast
    ring
  unfold planeWaveIntegral
  -- substitute `r = s + t`
  calc ∫ r, phase G r * u (r - t)
      = ∫ r, (fun s => phase G (s + t) * u s) (r - t) := by
        simp only [sub_add_cancel]
    _ = ∫ s, phase G (s + t) * u s :=
        integral_sub_right_eq_self (fun s => phase G (s + t) * u s) t
    _ = ∫ s, phase G t * (phase G s * u s) := by
        simp only [hphase, mul_assoc]
    _ = phase G t * ∫ s, phase G s * u s := integral_const_mul _ _
```

A Lean theorem has a name, then its data and hypotheses in brackets, then a colon, the statement, and after `:=` the proof. This statement reads: for every function $u$, displacement $t$ and wave vector $G$,

$$\int e^{-iG\cdot r}\,u(r-t)\,dr=e^{-iG\cdot t}\,I[u](G).$$

By hand, substitute $r=s+t$. Lebesgue volume is unchanged by translation, so the left side is

$$\int e^{-iG\cdot(s+t)}\,u(s)\,ds=\int e^{-iG\cdot t}\,e^{-iG\cdot s}\,u(s)\,ds=e^{-iG\cdot t}\int e^{-iG\cdot s}\,u(s)\,ds .$$

The Lean proof takes the same route. The auxiliary statement `hphase` is the rule $e^{-iG\cdot(s+t)}=e^{-iG\cdot t}e^{-iG\cdot s}$. The `calc` block is a chain of equalities, each with its justification: the integrand is written as a function of $r-t$, the translation is removed by `integral_sub_right_eq_self`, the phase is split by `hphase`, and the constant factor is taken out of the integral.

## A spherical atom sees only the length of the wave vector

```lean
/-- The plane-wave integral of a spherical function is the same for any two wave vectors of
equal length. -/
theorem planeWaveIntegral_radial (f : ℝ → ℂ) {G G' : V} (h : ‖G‖ = ‖G'‖) :
    planeWaveIntegral (fun r : V => f ‖r‖) G
      = planeWaveIntegral (fun r : V => f ‖r‖) G' := by
  -- a reflection carries `G` to `G'`
  obtain ⟨ρ, hρ⟩ : ∃ ρ : V ≃ₗᵢ[ℝ] V, ρ G = G' := ⟨_, reflection_sub h⟩
  have key := ρ.measurePreserving.integral_comp ρ.toHomeomorph.measurableEmbedding
    (fun r : V => phase G' r * f ‖r‖)
  unfold planeWaveIntegral
  rw [← key]
  refine integral_congr_ae (Filter.Eventually.of_forall fun r => ?_)
  simp only [phase, ← hρ, LinearIsometryEquiv.inner_map_map, LinearIsometryEquiv.norm_map]
```

If $\|G\|=\|G'\|$, then $I[u_f](G)=I[u_f](G')$. The curly brackets around `G G'` mean that Lean works these two vectors out from the context.

The argument uses a reflection $\rho$ that carries $G$ to $G'$. If the two vectors are equal, the identity will do. Otherwise put $d=G-G'$ and reflect in the plane perpendicular to $d$:

$$\rho r=r-2\,\frac{d\cdot r}{d\cdot d}\,d .$$

Because the lengths agree, $d\cdot d=2\|G\|^2-2\,G\cdot G'=2\,d\cdot G$, and therefore $\rho G=G-d=G'$. A reflection preserves volume, lengths and inner products. Replacing $r$ by $\rho r$ in the integral for $G'$ gives

$$\int e^{-iG'\cdot r}f(\|r\|)\,dr=\int e^{-i\,\rho G\cdot\rho r}f(\|\rho r\|)\,dr=\int e^{-iG\cdot r}f(\|r\|)\,dr .$$

In Lean the line with `obtain` supplies $\rho$ together with the equation $\rho G=G'$; the type `V ≃ₗᵢ[ℝ] V` is that of invertible linear maps that preserve length. The statement `key` is the change of variables. After it has been applied, the two integrands are compared point by point, and the last line uses that $\rho$ preserves inner products and lengths.

```lean
/-- An integrable function stays integrable when multiplied by a plane-wave phase. -/
theorem integrable_phase_mul (G : V) {u : V → ℂ} (hu : Integrable u) :
    Integrable (fun r => phase G r * u r) := by
  have hc : Continuous (fun r : V => phase G r) := by
    unfold phase
    fun_prop
  refine hu.mono (hc.aestronglyMeasurable.mul hu.1) (Filter.Eventually.of_forall fun r => ?_)
  have h1 : ‖phase G r‖ = 1 := Complex.norm_exp_ofReal_mul_I _
  rw [norm_mul, h1, one_mul]
```

If $u$ is integrable, so is $e^{-iG\cdot r}u(r)$. The exponent is purely imaginary, so the phase has modulus one and

$$\int\bigl|e^{-iG\cdot r}u(r)\bigr|\,dr=\int|u(r)|\,dr<\infty .$$

Lean also needs the product to be measurable, which follows from the continuity of the phase, `hc`. The equation `h1` is the statement about the modulus.

```lean
/-- For a unit vector `e`, the form factor at `‖G‖` is the plane-wave integral of the atom at
the origin for the wave vector `G`, whatever the direction of `G`. -/
theorem formFactor_norm (f : ℝ → ℂ) {e : V} (he : ‖e‖ = 1) (G : V) :
    formFactor f e ‖G‖ = planeWaveIntegral (fun r : V => f ‖r‖) G :=
  planeWaveIntegral_radial f (by rw [norm_smul, norm_norm, he, mul_one])
```

For a unit vector $e$ and any $G$,

$$F_{f,e}(\|G\|)=I[u_f](G).$$

By definition the left side is the integral for the wave vector $\|G\|\,e$. This vector has length $\|G\|\,\|e\|=\|G\|$, the same as $G$, so the previous symmetry result applies. The hypothesis `he` enters exactly here.

## From one atom to many

```lean
/-- For finitely many atoms with integrable spherical profiles `f_j`, the plane-wave integral
of their sum is `∑ j, F_j(‖G‖) exp(-i G·τ_j)`, with `F_j` the form factor of atom `j` taken
along a unit vector `e`. -/
theorem planeWaveIntegral_atoms {ι : Type*} [Fintype ι] (f : ι → ℝ → ℂ)
    (hf : ∀ j, Integrable (fun r : V => f j ‖r‖)) {e : V} (he : ‖e‖ = 1)
    (τ : ι → V) (G : V) :
    planeWaveIntegral (fun r => ∑ j, f j ‖r - τ j‖) G
      = ∑ j, formFactor (f j) e ‖G‖ * phase G (τ j) := by
  -- integrability of each atomic term lets the sum leave the integral
  have hsum : planeWaveIntegral (fun r => ∑ j, f j ‖r - τ j‖) G
      = ∑ j, planeWaveIntegral (fun r => f j ‖r - τ j‖) G := by
    unfold planeWaveIntegral
    simp_rw [Finset.mul_sum]
    exact MeasureTheory.integral_finsetSum _
      (fun j _ => integrable_phase_mul G ((hf j).comp_sub_right (τ j)))
  rw [hsum]
  refine Finset.sum_congr rfl fun j _ => ?_
  rw [formFactor_norm (f j) he G]
  exact (planeWaveIntegral_shift (fun r => f j ‖r‖) (τ j) G).trans (mul_comm _ _)
```

Here each atom $j$ may have its own profile $f_j$, as in a compound. If every $f_j(\|r\|)$ is integrable over space and $e$ is a unit vector, then

$$\int e^{-iG\cdot r}\sum_j f_j(\|r-\tau_j\|)\,dr=\sum_j F_{f_j,e}(\|G\|)\,e^{-iG\cdot\tau_j}.$$

The hypothesis `hf` is the integrability, one statement for each $j$. For an electron density it says that each atom holds a finite number of electrons. For a potential it demands a sufficiently fast decay: a bare Coulomb tail $1/\|r\|$ in three dimensions is not integrable and would have to be treated separately.

By hand there are three steps. A translated integrable function is integrable, and so is its product with a phase; the finite sum can therefore be taken out of the integral:

$$\int e^{-iG\cdot r}\sum_j f_j(\|r-\tau_j\|)\,dr=\sum_j\int e^{-iG\cdot r}f_j(\|r-\tau_j\|)\,dr .$$

The translation rule turns each term into $e^{-iG\cdot\tau_j}\,I[u_{f_j}](G)$. The integral for the atom at the origin is $F_{f_j,e}(\|G\|)$.

The statement `hsum` is the first step, with `integrable_phase_mul` and `comp_sub_right` providing the integrability of each term. `Finset.sum_congr` then reduces the equality of two sums to the equality of their terms, and the last two lines apply `formFactor_norm` and `planeWaveIntegral_shift`.

```lean
/-- In three dimensions, let `r ↦ f(‖r‖)` be integrable. Then there is one function `F` of the
wave number such that, for every `G` and all finite sets of atom positions, the plane-wave
integral of `∑ j, f(‖r - τ_j‖)` is `F(‖G‖)` times the structure factor. -/
theorem exists_formFactor (f : ℝ → ℂ)
    (hf : Integrable (fun r : EuclideanSpace ℝ (Fin 3) => f ‖r‖)) :
    ∃ F : ℝ → ℂ, ∀ (G : EuclideanSpace ℝ (Fin 3)) (n : ℕ)
      (τ : Fin n → EuclideanSpace ℝ (Fin 3)),
      ∫ r, phase G r * ∑ j, f ‖r - τ j‖ = F ‖G‖ * structureFactor τ G := by
  have he : ‖EuclideanSpace.single (0 : Fin 3) (1 : ℝ)‖ = 1 := by simp
  refine ⟨formFactor f (EuclideanSpace.single (0 : Fin 3) (1 : ℝ)), fun G n τ => ?_⟩
  unfold structureFactor
  rw [Finset.mul_sum]
  exact planeWaveIntegral_atoms (fun _ => f) (fun _ => hf) he τ G
```

This is the main theorem. The space is now `EuclideanSpace ℝ (Fin 3)`, which is $\mathbb R^3$ with its usual length; its coordinates are numbered 0, 1, 2. Let $f$ be a profile for which $f(\|r\|)$ is integrable over $\mathbb R^3$. Then there is a function $F:\mathbb R\to\mathbb C$ such that, for every wave vector $G$, every number of atoms $n$ and all positions $\tau_0,\dots,\tau_{n-1}$,

$$\int e^{-iG\cdot r}\sum_{j}f(\|r-\tau_j\|)\,dr=F(\|G\|)\sum_{j}e^{-iG\cdot\tau_j}.$$

The order of the quantifiers carries the physics. `∃ F` stands before `∀ G n τ`, so $F$ is fixed by the profile alone and serves every arrangement of the atoms. Positions may coincide, and for $n=0$ both sides are zero.

The proof names the function: $F=F_{f,e}$ with $e=(1,0,0)$, which is written `EuclideanSpace.single (0 : Fin 3) (1 : ℝ)`. With all profiles equal, the preceding theorem gives

$$\sum_j F(\|G\|)\,e^{-iG\cdot\tau_j}=F(\|G\|)\sum_j e^{-iG\cdot\tau_j}.$$

The rewriting with `Finset.mul_sum` moves the common factor into the sum, so that the goal has the form of the theorem for different atoms, which is then applied with the constant family `fun _ => f`.

For the plane-wave integral of a superposition of finitely many rigid, identical, spherical atoms in open space, the result separates two tasks: $F$ is a function of one variable that can be tabulated once, and moving the atoms changes only the phases. The model has no lattice and no periodic images, and it leaves out any deformation of the atoms by bonding.

## Uniqueness and the cosine form

```lean
/-- If a function `F` of `‖G‖` gives the plane-wave integral of the atom at the origin for
every `G`, then it equals the form factor along any unit vector at all wave numbers `q ≥ 0`. -/
theorem formFactor_unique (f F : ℝ → ℂ) {e : V} (he : ‖e‖ = 1)
    (hF : ∀ G : V, planeWaveIntegral (fun r : V => f ‖r‖) G = F ‖G‖)
    {q : ℝ} (hq : 0 ≤ q) : F q = formFactor f e q := by
  have hn : ‖q • e‖ = q := by
    rw [norm_smul, he, mul_one, Real.norm_of_nonneg hq]
  unfold formFactor
  rw [hF, hn]
```

Suppose some function $F$ satisfies $I[u_f](G)=F(\|G\|)$ for every $G$. Then $F(q)=F_{f,e}(q)$ for every unit vector $e$ and every $q\ge 0$. To see this, take $G=q\,e$. Its length is $q$, since $q$ is not negative, and so $F(q)=I[u_f](q\,e)$, which is the definition of $F_{f,e}(q)$. In the proof `hn` is the statement about the length.

Any $F$ from the main theorem meets this condition: choose a single atom at the origin, whose structure factor is $1$. The form factor is thus determined at all $q\ge 0$. Negative arguments are never reached by a length, and there $F$ is free.

```lean
/-- For an integrable spherical profile the form factor is the cosine integral
`∫ cos(q e·r) f(‖r‖) dr`. -/
theorem formFactor_eq_cos (f : ℝ → ℂ) (hf : Integrable (fun r : V => f ‖r‖))
    (e : V) (q : ℝ) :
    formFactor f e q = ∫ r : V, ((Real.cos (q * inner ℝ e r) : ℝ) : ℂ) * f ‖r‖ := by
  have hcos : ∀ r : V, phase (q • e) r + phase (-(q • e)) r
      = 2 * ((Real.cos (q * inner ℝ e r) : ℝ) : ℂ) := by
    intro r
    simp only [phase, inner_neg_left, real_inner_smul_left, neg_neg, Complex.ofReal_cos,
      Complex.cos, Complex.ofReal_neg]
    ring
  -- opposite wave vectors have equal length, hence equal integrals
  have hsym : planeWaveIntegral (fun r : V => f ‖r‖) (-(q • e))
      = planeWaveIntegral (fun r : V => f ‖r‖) (q • e) :=
    planeWaveIntegral_radial f (norm_neg _)
  have hadd : planeWaveIntegral (fun r : V => f ‖r‖) (q • e)
      + planeWaveIntegral (fun r : V => f ‖r‖) (-(q • e))
      = 2 * ∫ r : V, ((Real.cos (q * inner ℝ e r) : ℝ) : ℂ) * f ‖r‖ := by
    unfold planeWaveIntegral
    rw [← integral_add (integrable_phase_mul _ hf) (integrable_phase_mul _ hf),
      ← integral_const_mul]
    refine integral_congr_ae (Filter.Eventually.of_forall fun r => ?_)
    linear_combination f ‖r‖ * hcos r
  unfold formFactor
  linear_combination (1 / 2 : ℂ) * hadd - (1 / 2 : ℂ) * hsym

end

end AtomicFormFactor
```

For an integrable spherical profile, any vector $e$ and any real $q$,

$$F_{f,e}(q)=\int\cos(q\,e\cdot r)\,f(\|r\|)\,dr .$$

The vectors $q\,e$ and $-q\,e$ have the same length, so their plane-wave integrals are equal. Adding them and using $e^{-ix}+e^{ix}=2\cos x$ with $x=q\,e\cdot r$ gives

$$2F_{f,e}(q)=I[u_f](q\,e)+I[u_f](-q\,e)=2\int\cos(q\,e\cdot r)\,f(\|r\|)\,dr ,$$

and division by 2 finishes the argument. A real profile therefore has a real form factor.

The three auxiliary statements are the three ingredients: `hcos` is the identity for the cosine, `hsym` the equality of the two integrals, and `hadd` their sum. Integrability is used in `hadd`, where two integrals are combined into one. The closing `linear_combination` tells Lean to take half of `hadd` minus half of `hsym`, which leaves the stated formula.

```lean
#print axioms AtomicFormFactor.planeWaveIntegral_atoms
#print axioms AtomicFormFactor.exists_formFactor
#print axioms AtomicFormFactor.formFactor_unique
#print axioms AtomicFormFactor.formFactor_eq_cos
```

```
'AtomicFormFactor.planeWaveIntegral_atoms' depends on axioms: [propext, Classical.choice, Quot.sound]
'AtomicFormFactor.exists_formFactor' depends on axioms: [propext, Classical.choice, Quot.sound]
'AtomicFormFactor.formFactor_unique' depends on axioms: [propext, Classical.choice, Quot.sound]
'AtomicFormFactor.formFactor_eq_cos' depends on axioms: [propext, Classical.choice, Quot.sound]
```
